# Velocity and length forms of the resonant two-photon amplitude, related by a factor −w₁w₂ and commutator terms

The theorem `twoPhoton_velocity_eq` concerns a system with finitely many energy levels, a Hamiltonian H diagonal in the chosen basis, and two dipole components given by arbitrary complex matrices X and Y, with velocities v_X = i[H, X] and v_Y = i[H, Y] in units where ħ = m = 1. The photon of frequency w₁ couples through X and the one of frequency w₂ through Y. The two-photon amplitude from level i to level f is defined, with no further prefactor, as the sum over n of Y_fn X_ni / (E_n − E_i − w₁) + X_fn Y_ni / (E_n − E_i − w₂), one term for each time order. The theorem assumes that the two photon frequencies add up to the energy difference, E_f − E_i = w₁ + w₂, and that no level n has E_n − E_i equal to w₁ or w₂. Then the amplitude with v_X and v_Y in place of X and Y equals −w₁w₂ times the one built from the dipoles, minus the (f, i) element of i[Y, v_X] + w₂[Y, X]. The attempt applies the identity for a single time order twice, the second time with the photons exchanged, and combines the results using the product rule for X ↦ i[H, X].

An attempt in Lean 4 with a fault in it:

```lean
import Mathlib

open Matrix Complex

namespace TwoPhotonGauge

noncomputable section

variable {ι : Type*} [Fintype ι] [DecidableEq ι]

/-- The velocity operator `i[H, X]` of a dipole component `X`, in the energy basis where `H` is
diagonal with levels `E` (units with `ħ = m = 1`). -/
def velocity (E : ι → ℝ) (X : Matrix ι ι ℂ) : Matrix ι ι ℂ :=
  I • (diagonal (fun n => (E n : ℂ)) * X - X * diagonal (fun n => (E n : ℂ)))

/-- The amplitudes `c` solve the first-order response equation for the initial state `i` driven
by the operator `B` at frequency `w`. -/
def IsResponse (E : ι → ℝ) (B : Matrix ι ι ℂ) (i : ι) (w : ℝ) (c : ι → ℂ) : Prop :=
  ∀ n, ((E n : ℂ) - E i - w) * c n = B n i

/-- The first-order response written with energy denominators. -/
def response (E : ι → ℝ) (B : Matrix ι ι ℂ) (i : ι) (w : ℝ) (n : ι) : ℂ :=
  B n i / ((E n : ℂ) - E i - w)

/-- The two-photon amplitude from `i` to `f`, summed over intermediate states and over both time
orders of the photons `(X, w₁)` and `(Y, w₂)`. -/
def twoPhoton (E : ι → ℝ) (X Y : Matrix ι ι ℂ) (i f : ι) (w₁ w₂ : ℝ) : ℂ :=
  ∑ n, Y f n * response E X i w₁ n + ∑ n, X f n * response E Y i w₂ n

/-- A velocity matrix element is `i` times the energy difference times the dipole element. -/
theorem velocity_apply (E : ι → ℝ) (X : Matrix ι ι ℂ) (m n : ι) :
    velocity E X m n = I * ((E m : ℂ) - E n) * X m n := by
  simp only [velocity, Matrix.smul_apply, Matrix.sub_apply, Matrix.diagonal_mul,
    Matrix.mul_diagonal, smul_eq_mul]
  ring

/-- The map `X ↦ i[H, X]` obeys the product rule. -/
theorem velocity_mul (E : ι → ℝ) (X Y : Matrix ι ι ℂ) :
    velocity E (X * Y) = velocity E X * Y + X * velocity E Y := by
  unfold velocity
  rw [Matrix.smul_mul, Matrix.mul_smul, ← smul_add]
  congr 1
  noncomm_ring

omit [Fintype ι] [DecidableEq ι] in
/-- Away from one-photon resonance the response equation has exactly one solution, the one with
energy denominators. -/
theorem isResponse_iff {E : ι → ℝ} {B : Matrix ι ι ℂ} {i : ι} {w : ℝ} {c : ι → ℂ}
    (hne : ∀ n, E n - E i ≠ w) : IsResponse E B i w c ↔ c = response E B i w := by
  rw [funext_iff]
  refine forall_congr' fun n => ?_
  have hD : (E n : ℂ) - E i - w ≠ 0 := sub_ne_zero.mpr (by exact_mod_cast hne n)
  unfold response
  rw [eq_div_iff hD, mul_comm]

/-- At two-photon resonance, with no one-photon resonance at `w₁`, and for one time order, the
velocity amplitude is `-w₁w₂` times the length amplitude plus contact terms without energy
denominators. -/
theorem ordered_velocity_eq (E : ι → ℝ) (X Y : Matrix ι ι ℂ) {i f : ι} {w₁ w₂ : ℝ}
    {c d : ι → ℂ} (hres : E f - E i = w₁ + w₂) (hne : ∀ n, E n - E i ≠ w₁)
    (hc : IsResponse E X i w₁ c) (hd : IsResponse E (velocity E X) i w₁ d) :
    ∑ n, velocity E Y f n * d n = -((w₁ : ℂ) * w₂) * ∑ n, Y f n * c n
      - I * (Y * velocity E X) f i - w₂ * (Y * X) f i := by
  have hE : (E f : ℂ) - E i = w₁ + w₂ := by exact_mod_cast hres
  simp only [Matrix.mul_apply, Finset.mul_sum, ← Finset.sum_sub_distrib]
  refine Finset.sum_congr rfl fun n _ => ?_
  have hD : (E n : ℂ) - E i - w₁ ≠ 0 := sub_ne_zero.mpr (by exact_mod_cast hne n)
  have e1 : ((E n : ℂ) - E i - w₁) * d n = velocity E X n i := hd n
  have e2 : ((E n : ℂ) - E i - w₁) * c n = X n i := hc n
  rw [velocity_apply] at e1
  -- the two responses differ by the factor `i (E_n - E_i)`
  have e3 : d n = I * ((E n : ℂ) - E i) * c n :=
    mul_left_cancel₀ hD (by linear_combination e1 - I * ((E n : ℂ) - E i) * e2)
  rw [velocity_apply, velocity_apply, e3, ← e2]
  linear_combination ((E n : ℂ) - E i) * ((E f : ℂ) - E i - w₁) * Y f n * c n * I_sq
    - ((E n : ℂ) - E i) * Y f n * c n * hE

/-- At two-photon resonance, with no one-photon resonance at `w₁` or `w₂`, and with both time
orders, the velocity amplitude is `-w₁w₂` times the length amplitude plus contact terms given by the
commutators `[Y, v_X]` and `[Y, X]`. -/
theorem twoPhoton_velocity_eq (E : ι → ℝ) (X Y : Matrix ι ι ℂ) {i f : ι} {w₁ w₂ : ℝ}
    (hres : E f - E i = w₁ + w₂) (h₁ : ∀ n, E n - E i ≠ w₁) (h₂ : ∀ n, E n - E i ≠ w₂) :
    twoPhoton E (velocity E X) (velocity E Y) i f w₁ w₂
      = -((w₁ : ℂ) * w₂) * twoPhoton E X Y i f w₁ w₂
        - I * (Y * velocity E X - velocity E X * Y) f i - w₂ * (Y * X - X * Y) f i := by
  have hE : (E f : ℂ) - E i = w₁ + w₂ := by exact_mod_cast hres
  have a := ordered_velocity_eq E X Y hres h₁
    ((isResponse_iff h₁).2 rfl) ((isResponse_iff h₁).2 rfl)
  have b := ordered_velocity_eq E Y X (w₁ := w₂) (w₂ := w₁) (by linarith) h₂
    ((isResponse_iff h₂).2 rfl) ((isResponse_iff h₂).2 rfl)
  -- the product rule turns the second contact term into a commutator
  have h3 := congrFun (congrFun (velocity_mul E X Y) f) i
  rw [velocity_apply, Matrix.add_apply] at h3
  unfold twoPhoton
  rw [Matrix.sub_apply, Matrix.sub_apply]
  linear_combination a + b + I * h3 + (X * Y) f i * hE
    - ((E f : ℂ) - E i) * (X * Y) f i * I_sq

end

end TwoPhotonGauge
```

Messages:

```
Main.lean:89:64: error: linarith failed to find a contradiction
case h1
ι : Type u_1
inst✝¹ : Fintype ι
inst✝ : DecidableEq ι
E : ι → ℝ
X Y : Matrix ι ι ℂ
i f : ι
w₁ w₂ : ℝ
hres : E f - E i = w₁ + w₂
h₁ : ∀ (n : ι), E n - E i ≠ w₁
h₂ : ∀ (n : ι), E n - E i ≠ w₂
hE : ↑(E f) - ↑(E i) = ↑w₁ + ↑w₂
a :
  ∑ n, velocity E Y f n * response E (velocity E X) i w₁ n =
    -(↑w₁ * ↑w₂) * ∑ n, Y f n * response E X i w₁ n - I * (Y * velocity E X) f i - ↑w₂ * (Y * X) f i
a✝ : E ?m.140 - E i < w₂ + w₁
⊢ False
failed
Main.lean:85:86: error: unsolved goals
ι : Type u_1
inst✝¹ : Fintype ι
inst✝ : DecidableEq ι
E : ι → ℝ
X Y : Matrix ι ι ℂ
i f : ι
w₁ w₂ : ℝ
hres : E f - E i = w₁ + w₂
h₁ : ∀ (n : ι), E n - E i ≠ w₁
h₂ : ∀ (n : ι), E n - E i ≠ w₂
hE : ↑(E f) - ↑(E i) = ↑w₁ + ↑w₂
a :
  ∑ n, velocity E Y f n * response E (velocity E X) i w₁ n =
    -(↑w₁ * ↑w₂) * ∑ n, Y f n * response E X i w₁ n - I * (Y * velocity E X) f i - ↑w₂ * (Y * X) f i
⊢ twoPhoton E (velocity E X) (velocity E Y) i f w₁ w₂ =
    -(↑w₁ * ↑w₂) * twoPhoton E X Y i f w₁ w₂ - I * (Y * velocity E X - velocity E X * Y) f i - ↑w₂ * (Y * X - X * Y) f i
```

The first message comes from the `by linarith` in the step `have b`, which has to prove the resonance condition with the photons exchanged. The final state `f` is an implicit argument of `ordered_velocity_eq`, and here nothing had fixed it: `h₂` determines `i` but doesn't mention `f`, and the `have` states no type for `b`. So `linarith` met the unknown level energy `E ?m.140`, which it could not match with the `E f` in `hres`. The step for `a` avoids this because it passes `hres` itself, from which Lean reads off `f`.

The second message shows the main goal still open, with `a` available but not `b`: the proof stopped at the failed step.

Writing `(f := f)` names the final state in advance. The condition becomes `E f - E i = w₂ + w₁`, which `linarith` gets from `hres` by swapping the two terms of the sum, and the rest of the proof then goes through. The other change only rewords a comment and has no effect on compilation.

As a diff, the version that Lean accepts:

```diff
@@ -87,7 +87,7 @@
   have a := ordered_velocity_eq E X Y hres h₁
     ((isResponse_iff h₁).2 rfl) ((isResponse_iff h₁).2 rfl)
-  have b := ordered_velocity_eq E Y X (w₁ := w₂) (w₂ := w₁) (by linarith) h₂
+  have b := ordered_velocity_eq E Y X (f := f) (w₁ := w₂) (w₂ := w₁) (by linarith) h₂
     ((isResponse_iff h₂).2 rfl) ((isResponse_iff h₂).2 rfl)
-  -- the product rule turns the second contact term into a commutator
+  -- the product rule rewrites `X v_Y`, so that the contact terms combine into commutators
   have h3 := congrFun (congrFun (velocity_mul E X Y) f) i
   rw [velocity_apply, Matrix.add_apply] at h3
```
